# The projector onto a real, normalised two-level state is idempotent and has unit trace

For every real angle θ, the theorem `rotatedProjector_idempotent` concerns the 2×2 real matrix P with entries cos²θ, cos θ sin θ, cos θ sin θ and sin²θ, the projector onto the normalised state (cos θ, sin θ). It states that P² = P and that the trace of P is 1; read as a one-particle density matrix in an orthonormal two-level basis, P describes one electron in that state. The attempt multiplies the matrices out and compares them entry by entry, proving each equality from sin²θ + cos²θ = 1. The trace is computed separately from the two diagonal entries.

In Lean, a first try:

```lean
import Mathlib

open Matrix

namespace DensityMatrixTruncation

noncomputable section

/-- The projector onto the two-level state `(cos θ, sin θ)`. -/
def rotatedProjector (θ : ℝ) : Matrix (Fin 2) (Fin 2) ℝ :=
  !![Real.cos θ ^ 2, Real.cos θ * Real.sin θ; Real.cos θ * Real.sin θ, Real.sin θ ^ 2]

/-- The rotated two-level density matrix is idempotent and holds one electron. -/
theorem rotatedProjector_idempotent (θ : ℝ) :
    rotatedProjector θ * rotatedProjector θ = rotatedProjector θ ∧
      trace (rotatedProjector θ) = 1 := by
  have h := Real.sin_sq_add_cos_sq θ
  constructor
  · unfold rotatedProjector
    rw [Matrix.mul_fin_two]
    ext i j
    fin_cases i <;> fin_cases j
    · change _ = Real.cos θ ^ 2
      linear_combination Real.cos θ ^ 2 * h
    · change _ = Real.cos θ * Real.sin θ
      linear_combination Real.cos θ * Real.sin θ * h
    · change _ = Real.cos θ * Real.sin θ
      linear_combination Real.cos θ * Real.sin θ * h
    · change _ = Real.sin θ ^ 2
      linear_combination Real.sin θ ^ 2 * h
  · rw [rotatedProjector, trace_fin_two_of]
    linarith

end

end DensityMatrixTruncation
```

Messages:

```
Main.lean:24:6: error: ring failed, ring expressions not equal
θ : ℝ
h : Real.sin θ ^ 2 + Real.cos θ ^ 2 = 1
⊢ !![Real.cos θ ^ 2 * Real.cos θ ^ 2 + Real.cos θ * Real.sin θ * Real.cos θ * Real.sin θ,
              Real.cos θ ^ 2 * Real.cos θ * Real.sin θ + Real.cos θ * Real.sin θ * Real.sin θ ^ 2;
            Real.cos θ * Real.sin θ * Real.cos θ ^ 2 + Real.sin θ ^ 2 * Real.cos θ * Real.sin θ,
              Real.cos θ * Real.sin θ * Real.cos θ * Real.sin θ + Real.sin θ ^ 2 * Real.sin θ ^ 2]
          ⟨0, ⋯⟩ ⟨0, ⋯⟩ -
        Real.cos θ ^ 2 * Real.sin θ ^ 2 -
      Real.cos θ ^ 4 =
    0
Main.lean:26:6: error: ring failed, ring expressions not equal
θ : ℝ
h : Real.sin θ ^ 2 + Real.cos θ ^ 2 = 1
⊢ !![Real.cos θ ^ 2 * Real.cos θ ^ 2 + Real.cos θ * Real.sin θ * Real.cos θ * Real.sin θ,
              Real.cos θ ^ 2 * Real.cos θ * Real.sin θ + Real.cos θ * Real.sin θ * Real.sin θ ^ 2;
            Real.cos θ * Real.sin θ * Real.cos θ ^ 2 + Real.sin θ ^ 2 * Real.cos θ * Real.sin θ,
              Real.cos θ * Real.sin θ * Real.cos θ * Real.sin θ + Real.sin θ ^ 2 * Real.sin θ ^ 2]
          ⟨0, ⋯⟩ ⟨1, ⋯⟩ -
        Real.cos θ * Real.sin θ ^ 3 -
      Real.cos θ ^ 3 * Real.sin θ =
    0
Main.lean:28:6: error: ring failed, ring expressions not equal
θ : ℝ
h : Real.sin θ ^ 2 + Real.cos θ ^ 2 = 1
⊢ !![Real.cos θ ^ 2 * Real.cos θ ^ 2 + Real.cos θ * Real.sin θ * Real.cos θ * Real.sin θ,
              Real.cos θ ^ 2 * Real.cos θ * Real.sin θ + Real.cos θ * Real.sin θ * Real.sin θ ^ 2;
            Real.cos θ * Real.sin θ * Real.cos θ ^ 2 + Real.sin θ ^ 2 * Real.cos θ * Real.sin θ,
              Real.cos θ * Real.sin θ * Real.cos θ * Real.sin θ + Real.sin θ ^ 2 * Real.sin θ ^ 2]
          ⟨1, ⋯⟩ ⟨0, ⋯⟩ -
        Real.cos θ * Real.sin θ ^ 3 -
      Real.cos θ ^ 3 * Real.sin θ =
    0
Main.lean:30:6: error: ring failed, ring expressions not equal
θ : ℝ
h : Real.sin θ ^ 2 + Real.cos θ ^ 2 = 1
⊢ !![Real.cos θ ^ 2 * Real.cos θ ^ 2 + Real.cos θ * Real.sin θ * Real.cos θ * Real.sin θ,
              Real.cos θ ^ 2 * Real.cos θ * Real.sin θ + Real.cos θ * Real.sin θ * Real.sin θ ^ 2;
            Real.cos θ * Real.sin θ * Real.cos θ ^ 2 + Real.sin θ ^ 2 * Real.cos θ * Real.sin θ,
              Real.cos θ * Real.sin θ * Real.cos θ * Real.sin θ + Real.sin θ ^ 2 * Real.sin θ ^ 2]
          ⟨1, ⋯⟩ ⟨1, ⋯⟩ -
        Real.sin θ ^ 2 * Real.cos θ ^ 2 -
      Real.sin θ ^ 4 =
    0
```

Diagnosis. All four errors have the same cause. After `ext i j` and `fin_cases`, the left side of each goal is the whole product matrix applied to a pair of indices, such as `⟨0, ⋯⟩ ⟨0, ⋯⟩`. The line `change _ = …` writes out the right side as a scalar, but its `_` leaves the left side as it was. `linear_combination` then calls `ring`, which does not evaluate a matrix at its indices, so the entry stays opaque and cannot cancel against the sines and cosines.

The repair drops the comparison by entries and states the four identities as plain scalar equations, `e1` to `e4`. With no matrix in the way, the same four linear combinations of `h` prove them. `rw [e1, e2, e3, e4]` then replaces the entries inside the product matrix, whose form after `Matrix.mul_fin_two` matches their left sides. Both sides become the same matrix, and `rw` closes the goal by reflexivity.

As a diff, the version that Lean accepts:

```diff
@@ -19,14 +19,17 @@
   · unfold rotatedProjector
     rw [Matrix.mul_fin_two]
-    ext i j
-    fin_cases i <;> fin_cases j
-    · change _ = Real.cos θ ^ 2
+    have e1 : Real.cos θ ^ 2 * Real.cos θ ^ 2 +
+        Real.cos θ * Real.sin θ * (Real.cos θ * Real.sin θ) = Real.cos θ ^ 2 := by
       linear_combination Real.cos θ ^ 2 * h
-    · change _ = Real.cos θ * Real.sin θ
+    have e2 : Real.cos θ ^ 2 * (Real.cos θ * Real.sin θ) +
+        Real.cos θ * Real.sin θ * Real.sin θ ^ 2 = Real.cos θ * Real.sin θ := by
       linear_combination Real.cos θ * Real.sin θ * h
-    · change _ = Real.cos θ * Real.sin θ
+    have e3 : Real.cos θ * Real.sin θ * Real.cos θ ^ 2 +
+        Real.sin θ ^ 2 * (Real.cos θ * Real.sin θ) = Real.cos θ * Real.sin θ := by
       linear_combination Real.cos θ * Real.sin θ * h
-    · change _ = Real.sin θ ^ 2
+    have e4 : Real.cos θ * Real.sin θ * (Real.cos θ * Real.sin θ) +
+        Real.sin θ ^ 2 * Real.sin θ ^ 2 = Real.sin θ ^ 2 := by
       linear_combination Real.sin θ ^ 2 * h
+    rw [e1, e2, e3, e4]
   · rw [rotatedProjector, trace_fin_two_of]
     linarith
```
